# The triple-quantum MQMAS echo ratio increases from 19/12 towards 3 for spins I ≥ 5/2

Throughout, I is the half-integer spin of a quadrupolar nucleus in high field, m labels a Zeeman level, and c = cos θ, where θ is the angle between the field and the symmetry axis of an axial electric field gradient. A symmetric transition connects m and −m: m = 1/2 is the central transition and m = 3/2 the triple-quantum one. The triple-quantum coherence evolves for a time t₁, then the central one for a time t₂. Frequencies are given up to a common prefactor.

## Level shifts and the rank-four coefficient

```lean
import Mathlib

namespace QuadrupolarMQMAS

noncomputable section
```

The first line loads the mathematical library Mathlib; the namespace prefixes the names that follow.

```lean
/-- The rank-four coefficient of the symmetric transition `m ↔ -m` of a spin `I`. -/
def C4 (I m : ℝ) : ℝ := 2 * m * (18 * I * (I + 1) - 34 * m ^ 2 - 5)
```

`C4` takes two real numbers and returns a real number:

C4(I,m) = 2m(18I(I+1) − 34m² − 5)

The type `ℝ` admits all real I and m. The physical half-integer values are special cases.

```lean
/-- The second-order quadrupolar shift of level `m` for an axial field gradient at angle `θ` to
the field, `c = cos θ`, up to a common prefactor: squared matrix elements for jumps by one and
two quanta, each divided by the Zeeman energy difference in units of the Larmor quantum. -/
def levelShift (I m c : ℝ) : ℝ :=
  3 / 2 * c ^ 2 * (1 - c ^ 2) *
    ((2 * m - 1) ^ 2 * (I * (I + 1) - m * (m - 1)) / 1
      + (2 * m + 1) ^ 2 * (I * (I + 1) - m * (m + 1)) / (-1))
  + 3 / 8 * (1 - c ^ 2) ^ 2 *
    ((I * (I + 1) - m * (m - 1)) * (I * (I + 1) - (m - 1) * (m - 2)) / 2
      + (I * (I + 1) - m * (m + 1)) * (I * (I + 1) - (m + 1) * (m + 2)) / (-2))
```

This is the second-order perturbation formula. The quadrupolar coupling connects level m to m ± 1 and m ± 2. Each squared matrix element is divided by the Zeeman energy difference, which is ±1 or ±2 Larmor quanta. The angular weights are c²(1 − c²) for one-quantum jumps and (1 − c²)² for two-quantum jumps. The formula is entered as a definition; the file does not derive it from a Hamiltonian.

```lean
/-- The second Legendre polynomial. -/
def P2 (c : ℝ) : ℝ := (3 * c ^ 2 - 1) / 2
```

This is P2(c) = (3c² − 1)/2.

```lean
/-- The fourth Legendre polynomial. -/
def P4 (c : ℝ) : ℝ := (35 * c ^ 4 - 30 * c ^ 2 + 3) / 8
```

This is P4(c) = (35c⁴ − 30c² + 3)/8, the angular function of rank four.

```lean
/-- The ratio of the triple-quantum to the central-transition rank-four coefficient. -/
def echoRatio (I : ℝ) : ℝ := C4 I (3 / 2) / C4 I (1 / 2)
```

Call this ratio R(I):

R(I) = C4(I,3/2) / C4(I,1/2)

```lean
/-- The rank-four phase, up to a common factor, after triple-quantum evolution for `t₁` with
coherence sign `s` and central-transition evolution for `t₂`. -/
def rankFourPhase (s I t₁ t₂ : ℝ) : ℝ :=
  s * C4 I (3 / 2) * t₁ + C4 I (1 / 2) * t₂
```

The rank-four phase adds the contributions of the two periods:

φ = s C4(I,3/2) t₁ + C4(I,1/2) t₂

Here s = ±1 is the sign of the triple-quantum coherence relative to the central one. An echo is taken to be a zero of φ. This presupposes that magic-angle spinning has removed the rank-two term and that the remaining orientation factor is common to both periods. Pulses, relaxation and higher-order shifts are not modelled.

```lean
/-- The second-order frequency of the transition `m ↔ -m` is a sum of an isotropic term, a `P2`
term and a `P4` term, and the `P4` term is proportional to `C4 I m`. -/
theorem transition_frequency_legendre (I m c : ℝ) :
    levelShift I m c - levelShift I (-m) c =
      -(4 / 5) * (m * 2 * (I * (I + 1) - 3 * m ^ 2))
      - 2 / 7 * (2 * m * (8 * I * (I + 1) - 12 * m ^ 2 - 3)) * P2 c
      + 6 / 35 * C4 I m * P4 c := by
  unfold levelShift C4 P2 P4
  ring
```

The theorem says that the frequency of m ↔ −m splits into an isotropic part, a P2 part and a P4 part, with (6/35) C4(I,m) multiplying P4. The first-order quadrupolar shift is even in m and cancels in this difference.

By hand, write a = I(I+1). The one-quantum bracket in the level shift simplifies to

A = −2m(4a − 8m² − 1)

and the two-quantum bracket to

B = 2m(2a − 2m² − 1).

Both are odd in m, so subtracting the shift of −m doubles them:

ν = 3c²(1 − c²)A + (3/4)(1 − c²)²B

Collecting powers of c gives

c⁴: (3/2)m(18a − 34m² − 5) = (3/4) C4(I,m)
c²: m(−30a + 54m² + 9)
c⁰: (3/2)m(2a − 2m² − 1)

Since P4 has leading coefficient 35/8, its factor is (3/4)(8/35) C4 = (6/35) C4. Removing this term leaves −(6m/7)(8a − 12m² − 3) at order c². Division by 3/2, the leading coefficient of P2, gives the P2 factor −(4m/7)(8a − 12m² − 3). What remains at order c⁰ is the isotropic part, −(8m/5)(a − 3m²).

In Lean, `unfold` replaces the names by their formulas, and `ring` checks the resulting polynomial identity.

## The ratio as 3 − 204/D

```lean
/-- For `I ≥ 5/2` the central-transition rank-four coefficient is at least 144. -/
theorem central_coefficient_ge {I : ℝ} (hI : 5 / 2 ≤ I) : 144 ≤ C4 I (1 / 2) := by
  unfold C4
  nlinarith [mul_nonneg (sub_nonneg.2 hI) (sub_nonneg.2 hI)]
```

Write D = C4(I,1/2) = 18I(I+1) − 27/2. The braces around `I` mean that Lean infers the spin from context; `hI` is the hypothesis I ≥ 5/2. By hand,

D − 144 = 18(I − 5/2)² + 108(I − 5/2) ≥ 0.

The tactic `nlinarith` searches for such an argument, and the square (I − 5/2)² is supplied to it as a hint.

```lean
/-- For `I ≥ 5/2` the ratio equals 3 minus 204 divided by the central-transition coefficient. -/
theorem echoRatio_eq {I : ℝ} (hI : 5 / 2 ≤ I) :
    echoRatio I = 3 - 204 / C4 I (1 / 2) := by
  have hD : C4 I (1 / 2) ≠ 0 := by linarith [central_coefficient_ge hI]
  have h3 : C4 I (3 / 2) = 3 * C4 I (1 / 2) - 204 := by
    unfold C4
    ring
  unfold echoRatio
  rw [h3, sub_div, mul_div_assoc, div_self hD, mul_one]
```

Substituting m = 3/2 gives

C4(I,3/2) = 54I(I+1) − 489/2 = 3D − 204.

Since D ≥ 144, it is nonzero, and division yields

R(I) = 3 − 204/D.

In the proof, `hD` records that D ≠ 0 and `h3` is the relation between the two coefficients. The `rw` line carries out the division.

```lean
/-- The ratio is `-7/9` for spin 3/2 and `19/12` for spin 5/2; for `I ≥ 5/2` it strictly
increases with `I` and lies in `[19/12, 3)`. -/
theorem echoRatio_main :
    echoRatio (3 / 2) = -7 / 9 ∧ echoRatio (5 / 2) = 19 / 12 ∧
      StrictMonoOn echoRatio (Set.Ici (5 / 2)) ∧
      ∀ I : ℝ, 5 / 2 ≤ I → echoRatio I ∈ Set.Ico (19 / 12 : ℝ) 3 := by
  refine ⟨by norm_num [echoRatio, C4], by norm_num [echoRatio, C4], ?_, ?_⟩
  · intro a ha b hb hab
    have ha' : 5 / 2 ≤ a := ha
    have hb' : 5 / 2 ≤ b := hb
    have hDa : 0 < C4 a (1 / 2) := by linarith [central_coefficient_ge ha']
    -- the central-transition coefficient grows with the spin
    have hD : C4 a (1 / 2) < C4 b (1 / 2) := by
      unfold C4
      nlinarith [mul_pos (sub_pos.2 hab) (by linarith : (0 : ℝ) < a + b + 1)]
    have h : 204 / C4 b (1 / 2) < 204 / C4 a (1 / 2) :=
      div_lt_div_of_pos_left (by norm_num) hDa hD
    rw [echoRatio_eq ha', echoRatio_eq hb']
    linarith
  · intro I hI
    have hD := central_coefficient_ge hI
    have hpos : 0 < C4 I (1 / 2) := by linarith
    have h1 : 204 / C4 I (1 / 2) ≤ 17 / 12 := by
      rw [div_le_iff₀ hpos]
      linarith
    have h2 : 0 < 204 / C4 I (1 / 2) := div_pos (by norm_num) hpos
    rw [echoRatio_eq hI]
    constructor <;> linarith
```

The symbol `∧` means "and", so four statements are joined. The first two are R(3/2) = −7/9 and R(5/2) = 19/12. `StrictMonoOn` on `Set.Ici (5 / 2)` says that R strictly increases on [5/2, ∞), and membership in `Set.Ico` says that R(I) lies in [19/12, 3). Every half-integer spin from 5/2 upwards is included.

The two values are arithmetic, done by `norm_num`:

R(3/2) = −42/54 = −7/9
R(5/2) = 228/144 = 19/12

For monotonicity, take 5/2 ≤ a < b, where a and b are now two spins. Then

D(b) − D(a) = 18(b − a)(a + b + 1) > 0.

A larger positive D makes 204/D smaller, and hence R larger. This is the first bulleted block. The second uses D ≥ 144:

0 < 204/D ≤ 204/144 = 17/12

Subtracting from 3 gives 19/12 ≤ R < 3.

```lean
/-- The upper bound 3 is sharp: every number below 3 is exceeded by the ratio of some
half-integer spin `n + 5/2`. -/
theorem echoRatio_bound_sharp {r : ℝ} (hr : r < 3) :
    ∃ n : ℕ, r < echoRatio (n + 5 / 2) := by
  obtain ⟨n, hn⟩ := exists_nat_gt (204 / (3 - r))
  have hn0 : (0 : ℝ) ≤ n := Nat.cast_nonneg n
  have hI : (5 / 2 : ℝ) ≤ n + 5 / 2 := by linarith
  have hpos : 0 < C4 (n + 5 / 2) (1 / 2) := by linarith [central_coefficient_ge hI]
  have hD : (n : ℝ) ≤ C4 (n + 5 / 2) (1 / 2) := by
    unfold C4
    nlinarith [mul_nonneg hn0 hn0]
  have hr' : 0 < 3 - r := by linarith
  have h1 : 204 < (n : ℝ) * (3 - r) := (div_lt_iff₀ hr').1 hn
  have h2 : 204 / C4 (n + 5 / 2) (1 / 2) < 3 - r := by
    rw [div_lt_iff₀ hpos]
    nlinarith [mul_le_mul_of_nonneg_right hD hr'.le]
  refine ⟨n, ?_⟩
  rw [echoRatio_eq hI]
  linarith
```

For any real r < 3 there is a natural number n, possibly zero, such that the spin I = n + 5/2 has R(I) > r. No bound below 3 would therefore serve for all half-integer spins.

To find n, choose it larger than 204/(3 − r). At I = n + 5/2,

D = 144 + 108n + 18n² ≥ n,

so 204 < n(3 − r) ≤ D(3 − r). Hence 204/D < 3 − r, which rearranges to r < R(I). The `obtain` line picks n, `h1` and `h2` are the two inequalities, and `refine ⟨n, ?_⟩` offers n as the witness.

## Where the rank-four phase vanishes

```lean
/-- For spin 3/2 and coherence sign `+1` the rank-four phase vanishes exactly at
`t₂ = (7/9) t₁`. -/
theorem echo_spin_three_halves (t₁ t₂ : ℝ) :
    rankFourPhase 1 (3 / 2) t₁ t₂ = 0 ↔ t₂ = 7 / 9 * t₁ := by
  have h : rankFourPhase 1 (3 / 2) t₁ t₂ = 54 * t₂ - 42 * t₁ := by
    unfold rankFourPhase C4
    ring
  rw [h]
  constructor <;> intro h' <;> linarith
```

The symbol `↔` means "if and only if". For spin 3/2 and s = +1,

φ = 54t₂ − 42t₁,

which is zero exactly when t₂ = (7/9)t₁. The proof establishes this form of φ and solves the linear equation in both directions. Because R(3/2) is negative, the sign s = +1 puts the echo at positive t₂ when t₁ is positive.

```lean
/-- For `I ≥ 5/2` and coherence sign `-1` the rank-four phase vanishes exactly at
`t₂ = echoRatio I * t₁`. -/
theorem echo_higher_spin {I : ℝ} (hI : 5 / 2 ≤ I) (t₁ t₂ : ℝ) :
    rankFourPhase (-1) I t₁ t₂ = 0 ↔ t₂ = echoRatio I * t₁ := by
  have hD : C4 I (1 / 2) ≠ 0 := by linarith [central_coefficient_ge hI]
  have hr : echoRatio I * C4 I (1 / 2) = C4 I (3 / 2) := div_mul_cancel₀ _ hD
  unfold rankFourPhase
  constructor
  · intro h
    apply mul_left_cancel₀ hD
    linear_combination h - t₁ * hr
  · intro h
    linear_combination C4 I (1 / 2) * h + t₁ * hr
```

For I ≥ 5/2 the ratio is positive, so the opposite sign s = −1 is used. Since C4(I,3/2) = R(I)D,

φ = −C4(I,3/2)t₁ + Dt₂ = D(t₂ − R(I)t₁).

As D ≠ 0, the phase vanishes exactly when t₂ = R(I)t₁. In the proof, `hr` is the relation R(I)D = C4(I,3/2). The first bullet cancels D and the second multiplies by it; `linear_combination` checks the algebra each time.

```lean
/-- For `I ≥ 5/2`, coherence sign `-1` and `t₁ > 0`, a time `t₂` at which the rank-four phase
vanishes lies between `(19/12) t₁`, included, and `3 t₁`, excluded. -/
theorem echo_window {I t₁ t₂ : ℝ} (hI : 5 / 2 ≤ I) (ht : 0 < t₁)
    (h : rankFourPhase (-1) I t₁ t₂ = 0) : 19 / 12 * t₁ ≤ t₂ ∧ t₂ < 3 * t₁ := by
  obtain ⟨h1, h2⟩ := echoRatio_main.2.2.2 I hI
  rw [(echo_higher_spin hI t₁ t₂).1 h]
  exact ⟨mul_le_mul_of_nonneg_right h1 ht.le, mul_lt_mul_of_pos_right h2 ht⟩

end

end QuadrupolarMQMAS
```

Here t₁ must be positive. If the rank-four phase vanishes at t₂, the preceding theorem gives t₂ = R(I)t₁, and multiplying 19/12 ≤ R(I) < 3 by t₁ gives

(19/12)t₁ ≤ t₂ < 3t₁.

The lower end is attained at I = 5/2. The window covers all spins I ≥ 5/2 at once. In a simulation of triple-quantum MQMAS for one such spin with s = −1, the echo should appear at t₂ = R(I)t₁ itself, provided that second-order theory, ideal pulses and complete averaging of the rank-two term are adequate.

```lean
#print axioms QuadrupolarMQMAS.echoRatio_main
#print axioms QuadrupolarMQMAS.echoRatio_bound_sharp
#print axioms QuadrupolarMQMAS.echo_spin_three_halves
#print axioms QuadrupolarMQMAS.echo_window
```

```
'QuadrupolarMQMAS.echoRatio_main' depends on axioms: [propext, Classical.choice, Quot.sound]
'QuadrupolarMQMAS.echoRatio_bound_sharp' depends on axioms: [propext, Classical.choice, Quot.sound]
'QuadrupolarMQMAS.echo_spin_three_halves' depends on axioms: [propext, Classical.choice, Quot.sound]
'QuadrupolarMQMAS.echo_window' depends on axioms: [propext, Classical.choice, Quot.sound]
```
